# A sign symmetry σz⊗D reduces time-reversal-invariant quaternion matrices to complex form

## One even and one odd orbital

Take two real orthonormal orbitals, such as $p_z$ and $p_x$, which are even and odd under a twofold rotation about $z$. With Pauli matrices $\sigma_k$ acting on spin and real numbers $e_1,e_2,x,y$, consider

$$H=1\otimes\begin{pmatrix}e_1&0\\0&e_2\end{pmatrix}+i(x\sigma_x+y\sigma_y)\otimes\begin{pmatrix}0&1\\-1&0\end{pmatrix}.$$

The spin-orbit terms flip the spin and switch between the even and the odd orbital at the same time. Leave the spin of the even orbital alone and apply $i\sigma_y$ to that of the odd one. The $4\times4$ matrix then splits into two blocks. The first couples the even orbital with spin up to the odd orbital with spin down:

$$\begin{pmatrix}e_1&-y-ix\\-y+ix&e_2\end{pmatrix}$$

The second, with both spins reversed, is its complex conjugate. Each eigenvalue of the first block recurs in the second, as Kramers degeneracy requires.

## Time reversal gives four real matrices

For $n$ real orbitals, write the spin blocks of $H$ as $A,B$ (upper row) and $C,E$ (lower row). Time reversal sends $H$ to

$$(\sigma_y\otimes1)\overline H(\sigma_y\otimes1)=\begin{pmatrix}\overline E&-\overline C\\-\overline B&\overline A\end{pmatrix}.$$

Invariance therefore means $E=\overline A$ and $C=-\overline B$. Splitting $A=A_0+iA_z$ and $B=A_y+iA_x$ into real and imaginary parts gives

$$H=1\otimes A_0+\sum_k i\sigma_k\otimes A_k$$

with real $A_0,A_k$. Conversely, every such matrix has blocks of this form. It is called a quaternion matrix, because the $i\sigma_k$ square to $-1$ and anticommute, like the quaternion units.

## The sign symmetry selects components

Let each orbital be even or odd under a twofold rotation about $z$. The rotation then acts on spin as $-i\sigma_z$ and on the orbitals as a diagonal matrix $D$ of signs. The phase $-i$ does not affect commutation, so use $S=\sigma_z\otimes D$. Multiplying out,

$$[S,H]=\sigma_z\otimes[D,A_0]+i\,1\otimes[D,A_z]-\sigma_y\otimes\{D,A_x\}+\sigma_x\otimes\{D,A_y\}.$$

Since $1,\sigma_x,\sigma_y,\sigma_z$ are linearly independent, $S$ commutes with $H$ iff $A_0,A_z$ commute with $D$ and $A_x,A_y$ anticommute with it. This holds for any real $D$.

Now let $D$ be diagonal with entries $\pm1$, and set $P=(1+D)/2$, $Q=(1-D)/2$ and $W=1\otimes P+i\sigma_y\otimes Q$. From $P^2=P$, $Q^2=Q$ and $PQ=0$,

$$W^\dagger W=1\otimes(P+Q)=1.$$

From $DP=P$, $DQ=-Q$ and $\sigma_z\sigma_y=-\sigma_y\sigma_z$,

$$SW=\sigma_z\otimes P+i\sigma_y\sigma_z\otimes Q=W(\sigma_z\otimes1).$$

Hence $S$ commutes with $H$ iff $\sigma_z\otimes1$ commutes with $W^\dagger HW$. The latter is a product of quaternion matrices, so it has real components $K_0,K_x,K_y,K_z$. The criterion with $D=1$ forces $K_x=-K_x$ and $K_y=-K_y$, leaving $1\otimes K_0+i\sigma_z\otimes K_z$. In the limiting case where all orbitals are even, $W=1$ and an $H$ that commutes with $S$ already has this form.

## What the Lean statements say

The index `Fin 2 × n` pairs spin (0 up, 1 down) with an orbital. `quat A0 Ax Ay Az` assembles the four real matrices, `spinSign D` is $S$, and `rotation d` is $W$ for the signs `d`.

- `timeReverse_eq_self_iff` is the time-reversal criterion.
- `spinSign_commute_iff` is the commutation criterion for any real `D`.
- `complex_reduction` assumes signs `hd` and time-reversal invariance `hH`, and gives the equivalence with complex form.

$H$ need not be Hermitian. For a Hermitian, time-reversal-invariant one-particle matrix that commutes with $S$, in a finite orthonormal basis of real even and odd orbitals, one complex $n\times n$ diagonalisation replaces a $2n\times2n$ one. Only one symmetry operator is used here; the further reduction to a real matrix that a second one can allow is not treated.

```lean
import Mathlib

open Matrix
open scoped Kronecker

namespace QuaternionSymmetry

noncomputable section

variable {n : Type*}

/-- The Pauli matrix `σx`. -/
def σx : Matrix (Fin 2) (Fin 2) ℂ := !![0, 1; 1, 0]

/-- The Pauli matrix `σy`. -/
def σy : Matrix (Fin 2) (Fin 2) ℂ := !![0, -Complex.I; Complex.I, 0]

/-- The Pauli matrix `σz`. -/
def σz : Matrix (Fin 2) (Fin 2) ℂ := !![1, 0; 0, -1]

/-- The matrix `1⊗A0 + iσx⊗Ax + iσy⊗Ay + iσz⊗Az` with real orbital matrices. -/
def quat (A0 Ax Ay Az : Matrix n n ℝ) : Matrix (Fin 2 × n) (Fin 2 × n) ℂ :=
  (1 : Matrix (Fin 2) (Fin 2) ℂ) ⊗ₖ (A0.map Complex.ofRealHom)
    + (Complex.I • σx) ⊗ₖ (Ax.map Complex.ofRealHom)
    + (Complex.I • σy) ⊗ₖ (Ay.map Complex.ofRealHom)
    + (Complex.I • σz) ⊗ₖ (Az.map Complex.ofRealHom)

/-- The symmetry operator `σz⊗D` with a real orbital matrix `D`. -/
def spinSign (D : Matrix n n ℝ) : Matrix (Fin 2 × n) (Fin 2 × n) ℂ :=
  σz ⊗ₖ (D.map Complex.ofRealHom)

/-- Two spin-orbital matrices are equal iff their four spin blocks are equal. -/
theorem spin_ext {M N : Matrix (Fin 2 × n) (Fin 2 × n) ℂ} :
    M = N ↔ ∀ i j, M (0, i) (0, j) = N (0, i) (0, j) ∧ M (0, i) (1, j) = N (0, i) (1, j) ∧
      M (1, i) (0, j) = N (1, i) (0, j) ∧ M (1, i) (1, j) = N (1, i) (1, j) := by
  constructor
  · rintro rfl i j
    exact ⟨rfl, rfl, rfl, rfl⟩
  · intro h
    ext ⟨a, i⟩ ⟨b, j⟩
    fin_cases a <;> fin_cases b
    exacts [(h i j).1, (h i j).2.1, (h i j).2.2.1, (h i j).2.2.2]

/-- The spin blocks are `A0 + iAz`, `Ay + iAx`, `-Ay + iAx` and `A0 - iAz`. -/
theorem quat_entries (A0 Ax Ay Az : Matrix n n ℝ) (i j : n) :
    quat A0 Ax Ay Az (0, i) (0, j) = (A0 i j : ℂ) + Az i j * Complex.I ∧
    quat A0 Ax Ay Az (0, i) (1, j) = (Ay i j : ℂ) + Ax i j * Complex.I ∧
    quat A0 Ax Ay Az (1, i) (0, j) = -(Ay i j : ℂ) + Ax i j * Complex.I ∧
    quat A0 Ax Ay Az (1, i) (1, j) = (A0 i j : ℂ) - Az i j * Complex.I := by
  refine ⟨?_, ?_, ?_, ?_⟩ <;> simp [quat, σx, σy, σz, Matrix.kroneckerMap_apply] <;> ring

/-- The four real components of a quaternion matrix are unique. -/
theorem quat_inj {A0 Ax Ay Az B0 Bx By Bz : Matrix n n ℝ} :
    quat A0 Ax Ay Az = quat B0 Bx By Bz ↔ A0 = B0 ∧ Ax = Bx ∧ Ay = By ∧ Az = Bz := by
  constructor
  · intro h
    have key : ∀ i j, A0 i j = B0 i j ∧ Ax i j = Bx i j ∧ Ay i j = By i j ∧
        Az i j = Bz i j := by
      intro i j
      obtain ⟨h00, h01, -, -⟩ := spin_ext.1 h i j
      simp [quat_entries, Complex.ext_iff] at h00 h01
      exact ⟨h00.1, h01.2, h01.1, h00.2⟩
    exact ⟨by ext i j; exact (key i j).1, by ext i j; exact (key i j).2.1,
      by ext i j; exact (key i j).2.2.1, by ext i j; exact (key i j).2.2.2⟩
  · rintro ⟨rfl, rfl, rfl, rfl⟩
    rfl

/-- The adjoint transposes all components and reverses the sign of the three spin components. -/
theorem quat_conjTranspose (A0 Ax Ay Az : Matrix n n ℝ) :
    (quat A0 Ax Ay Az)ᴴ = quat A0ᵀ (-Axᵀ) (-Ayᵀ) (-Azᵀ) := by
  rw [spin_ext]
  intro i j
  refine ⟨?_, ?_, ?_, ?_⟩ <;> apply Complex.ext <;>
    simp [quat_entries, Matrix.conjTranspose_apply]

/-- The operator `σz⊗D` is `-i` times the quaternion matrix `iσz⊗D`. -/
theorem spinSign_eq (D : Matrix n n ℝ) : spinSign D = (-Complex.I) • quat 0 0 0 D := by
  rw [spin_ext]
  intro i j
  refine ⟨?_, ?_, ?_, ?_⟩ <;> apply Complex.ext <;>
    simp [quat_entries, spinSign, σz, Matrix.kroneckerMap_apply]

variable [Fintype n]

/-- Products of quaternion matrices follow the multiplication table of the units `iσk`. -/
theorem quat_mul (A0 Ax Ay Az B0 Bx By Bz : Matrix n n ℝ) :
    quat A0 Ax Ay Az * quat B0 Bx By Bz =
      quat (A0 * B0 - Ax * Bx - Ay * By - Az * Bz) (A0 * Bx + Ax * B0 - Ay * Bz + Az * By)
        (A0 * By + Ay * B0 - Az * Bx + Ax * Bz) (A0 * Bz + Az * B0 - Ax * By + Ay * Bx) := by
  have two : ∀ (M N : Matrix (Fin 2) (Fin 2) ℂ) (a b : Fin 2),
      (M * N) a b = M a 0 * N 0 b + M a 1 * N 1 b := by
    intro M N a b
    rw [Matrix.mul_apply, Fin.sum_univ_two]
  -- multiply spin and orbital factors separately
  simp only [quat, Matrix.add_mul, Matrix.mul_add, ← Matrix.mul_kronecker_mul,
    ← Matrix.map_mul]
  rw [spin_ext]
  intro i j
  simp only [Matrix.add_apply, Matrix.sub_apply, Matrix.kroneckerMap_apply, Matrix.map_apply, two]
  refine ⟨?_, ?_, ?_, ?_⟩ <;> simp [σx, σy, σz] <;> ring

/-- A quaternion matrix commutes with `σz⊗D` iff `A0` and `Az` commute with `D` while
`Ax` and `Ay` anticommute with `D`. -/
theorem spinSign_commute_iff (D A0 Ax Ay Az : Matrix n n ℝ) :
    spinSign D * quat A0 Ax Ay Az = quat A0 Ax Ay Az * spinSign D ↔
      D * A0 = A0 * D ∧ D * Az = Az * D ∧ D * Ax = -(Ax * D) ∧ D * Ay = -(Ay * D) := by
  have key : spinSign D * quat A0 Ax Ay Az = quat A0 Ax Ay Az * spinSign D ↔
      quat 0 0 0 D * quat A0 Ax Ay Az = quat A0 Ax Ay Az * quat 0 0 0 D := by
    rw [spinSign_eq, Matrix.smul_mul, Matrix.mul_smul]
    exact (smul_right_injective _ (neg_ne_zero.2 Complex.I_ne_zero)).eq_iff
  -- compare the four components of the two products
  rw [key, quat_mul, quat_mul, quat_inj]
  simp only [Matrix.zero_mul, Matrix.mul_zero, zero_add, add_zero, zero_sub, sub_zero,
    neg_eq_iff_eq_neg, neg_neg]
  tauto

variable [DecidableEq n]

/-- Time reversal of an operator: `H ↦ (σy⊗1) conj(H) (σy⊗1)`. -/
def timeReverse (H : Matrix (Fin 2 × n) (Fin 2 × n) ℂ) : Matrix (Fin 2 × n) (Fin 2 × n) ℂ :=
  (σy ⊗ₖ (1 : Matrix n n ℂ)) * H.map (starRingEnd ℂ) * (σy ⊗ₖ (1 : Matrix n n ℂ))

/-- A matrix is invariant under time reversal iff it is `1⊗A0 + Σ iσk⊗Ak` with real
`A0`, `Ax`, `Ay`, `Az`. -/
theorem timeReverse_eq_self_iff (H : Matrix (Fin 2 × n) (Fin 2 × n) ℂ) :
    timeReverse H = H ↔ ∃ A0 Ax Ay Az : Matrix n n ℝ, H = quat A0 Ax Ay Az := by
  -- time reversal exchanges the spin blocks
  have e : ∀ i j, timeReverse H (0, i) (0, j) = starRingEnd ℂ (H (1, i) (1, j)) ∧
      timeReverse H (0, i) (1, j) = -starRingEnd ℂ (H (1, i) (0, j)) ∧
      timeReverse H (1, i) (0, j) = -starRingEnd ℂ (H (0, i) (1, j)) ∧
      timeReverse H (1, i) (1, j) = starRingEnd ℂ (H (0, i) (0, j)) := by
    intro i j
    refine ⟨?_, ?_, ?_, ?_⟩ <;>
      simp [timeReverse, σy, Matrix.mul_apply, Fintype.sum_prod_type, Fin.sum_univ_two,
        Matrix.kroneckerMap_apply, Matrix.one_apply] <;>
      apply Complex.ext <;> simp
  constructor
  · intro h
    refine ⟨Matrix.of fun i j => (H (0, i) (0, j)).re,
      Matrix.of fun i j => (H (0, i) (1, j)).im,
      Matrix.of fun i j => (H (0, i) (1, j)).re,
      Matrix.of fun i j => (H (0, i) (0, j)).im, ?_⟩
    rw [spin_ext]
    intro i j
    obtain ⟨-, -, h10, h11⟩ := spin_ext.1 h i j
    rw [(e i j).2.2.1] at h10
    rw [(e i j).2.2.2] at h11
    simp only [quat_entries, Matrix.of_apply]
    refine ⟨(Complex.re_add_im _).symm, (Complex.re_add_im _).symm, ?_, ?_⟩
    · rw [← h10]
      apply Complex.ext <;> simp
    · rw [← h11]
      apply Complex.ext <;> simp
  · rintro ⟨A0, Ax, Ay, Az, rfl⟩
    rw [spin_ext]
    intro i j
    obtain ⟨e1, e2, e3, e4⟩ := e i j
    rw [e1, e2, e3, e4]
    simp only [quat_entries]
    refine ⟨?_, ?_, ?_, ?_⟩ <;> apply Complex.ext <;> simp

/-- The matrix `1⊗(1+D)/2 + iσy⊗(1-D)/2`, where `D` is diagonal with entries `d`. It is a spin
rotation when all entries are `±1`. -/
def rotation (d : n → ℝ) : Matrix (Fin 2 × n) (Fin 2 × n) ℂ :=
  quat (diagonal fun i => (1 + d i) / 2) 0 (diagonal fun i => (1 - d i) / 2) 0

/-- For signs `d = ±1` the spin rotation is unitary. -/
theorem rotation_unitary (d : n → ℝ) (hd : ∀ i, d i = 1 ∨ d i = -1) :
    (rotation d)ᴴ * rotation d = 1 := by
  rw [rotation, quat_conjTranspose, quat_mul, spin_ext]
  intro i j
  by_cases hij : i = j
  · subst hij
    rcases hd i with h | h <;> norm_num [quat_entries, h, Matrix.one_apply]
  · simp [quat_entries, hij]

/-- For signs `d = ±1`, a time-reversal invariant `H` commutes with `σz⊗D` iff the spin
rotation `W` brings it to the complex form `W†HW = 1⊗K0 + iσz⊗Kz` with real `K0`, `Kz`. -/
theorem complex_reduction (d : n → ℝ) (hd : ∀ i, d i = 1 ∨ d i = -1)
    (H : Matrix (Fin 2 × n) (Fin 2 × n) ℂ) (hH : timeReverse H = H) :
    spinSign (diagonal d) * H = H * spinSign (diagonal d) ↔
      ∃ K0 Kz : Matrix n n ℝ, (rotation d)ᴴ * H * rotation d = quat K0 0 0 Kz := by
  obtain ⟨K0, Kx, Ky, Kz, hK⟩ : ∃ K0 Kx Ky Kz : Matrix n n ℝ,
      (rotation d)ᴴ * H * rotation d = quat K0 Kx Ky Kz := by
    obtain ⟨A0, Ax, Ay, Az, hA⟩ := (timeReverse_eq_self_iff H).1 hH
    rw [hA, rotation, quat_conjTranspose, quat_mul, quat_mul]
    exact ⟨_, _, _, _, rfl⟩
  -- the rotation carries `σz⊗1` to `σz⊗D`
  have hSW : spinSign (diagonal d) * rotation d = rotation d * spinSign 1 := by
    have hP : diagonal d * diagonal (fun i => (1 + d i) / 2) =
        diagonal (fun i => (1 + d i) / 2) := by
      ext i j
      rw [Matrix.diagonal_mul]
      by_cases hij : i = j
      · subst hij
        rcases hd i with h | h <;> norm_num [h]
      · simp [Matrix.diagonal_apply_ne _ hij]
    have hQ : diagonal d * diagonal (fun i => (1 - d i) / 2) =
        -diagonal (fun i => (1 - d i) / 2) := by
      ext i j
      rw [Matrix.diagonal_mul, Matrix.neg_apply]
      by_cases hij : i = j
      · subst hij
        rcases hd i with h | h <;> norm_num [h]
      · simp [Matrix.diagonal_apply_ne _ hij]
    rw [spinSign_eq, spinSign_eq, Matrix.smul_mul, Matrix.mul_smul, rotation, quat_mul, quat_mul]
    simp only [zero_mul, mul_zero, mul_one, zero_add, add_zero, sub_zero, zero_sub, hP, hQ]
  have hW := rotation_unitary d hd
  have hW' := mul_eq_one_comm.1 hW
  have hz : ∀ K : Matrix n n ℝ, 1 * K = -(K * 1) → K = 0 := by
    intro K h
    ext i j
    have hij := congrFun (congrFun h i) j
    simp only [one_mul, mul_one, Matrix.neg_apply] at hij
    rw [Matrix.zero_apply]
    linarith
  have hcomm := spinSign_commute_iff (1 : Matrix n n ℝ)
  generalize rotation d = W at *
  generalize spinSign (diagonal d) = S at *
  have hVS : Wᴴ * S = spinSign 1 * Wᴴ := by
    calc Wᴴ * S = Wᴴ * (S * W) * Wᴴ := by rw [mul_assoc, mul_assoc, hW', mul_one]
      _ = spinSign 1 * Wᴴ := by rw [hSW, ← mul_assoc, hW, one_mul]
  have h1 : spinSign 1 * (Wᴴ * H * W) = Wᴴ * (S * H) * W := by
    simp only [← mul_assoc, hVS]
  have h2 : (Wᴴ * H * W) * spinSign 1 = Wᴴ * (H * S) * W := by
    simp only [mul_assoc, hSW]
  constructor
  · intro h
    have hc : spinSign 1 * (Wᴴ * H * W) = (Wᴴ * H * W) * spinSign 1 := by rw [h1, h2, h]
    rw [hK] at hc
    obtain ⟨-, -, hx, hy⟩ := (hcomm K0 Kx Ky Kz).1 hc
    exact ⟨K0, Kz, by rw [hK, hz Kx hx, hz Ky hy]⟩
  · rintro ⟨L0, Lz, hL⟩
    have hc : spinSign 1 * (Wᴴ * H * W) = (Wᴴ * H * W) * spinSign 1 := by
      rw [hL]
      exact (hcomm L0 0 0 Lz).2 (by simp)
    rw [h1, h2] at hc
    -- undo the rotation
    have undo : ∀ X, W * (Wᴴ * X * W) * Wᴴ = X := by
      intro X
      rw [show W * (Wᴴ * X * W) * Wᴴ = (W * Wᴴ) * X * (W * Wᴴ) by simp only [mul_assoc],
        hW', one_mul, mul_one]
    rw [← undo (S * H), hc, undo]

end

end QuaternionSymmetry
```

```lean
#print axioms QuaternionSymmetry.complex_reduction
-- 'QuaternionSymmetry.complex_reduction' depends on axioms: [propext, Classical.choice, Quot.sound]
```

## From spin blocks to the rotation

`spin_ext` reduces matrix equality to four spin blocks, and `quat_entries` computes them for `quat`. Comparing real and imaginary parts then gives uniqueness of the components (`quat_inj`) and the adjoint rule (`quat_conjTranspose`). In `timeReverse_eq_self_iff`, the auxiliary `e` is the block formula for time reversal, and the components are read off the upper row.

The commutator is handled through products. `spinSign_eq` writes $S$ as $-i$ times a quaternion matrix, `quat_mul` multiplies out both orders, and `quat_inj` compares components.

`rotation_unitary` checks $W^\dagger W=1$ entry by entry. In `complex_reduction`, `hK` supplies the components of $W^\dagger HW$, `hP` and `hQ` are $DP=P$ and $DQ=-Q$, and `hSW` is $SW=W(\sigma_z\otimes1)$. The steps `h1` and `h2` carry the two products through the rotation, `hz` removes $K_x$ and $K_y$, and `undo` rotates back for the converse.
